# Zero-broadening limit of a Lorentzian-type kernel for two levels not both at the Fermi level

Two levels lie at fixed real energies $a$ and $b$ from the Fermi level, not both zero, and share a broadening $s$. The declaration `kernel_tendsto` states that, as $s \to 0^+$, the kernel $s^2/((a^2+s^2)(b^2+s^2))$ tends to $1/b^2$ if $a = 0$, to $1/a^2$ if $b = 0$, and to $0$ if neither energy is zero. The proof treats these three cases separately, taking the first two from the lemma for one level at the Fermi level. In the third, the denominator is nonzero at $s = 0$, so the attempt uses continuity there and restricts the limit to positive $s$.

As first written in Lean, the proof fails:

```lean
import Mathlib

open Filter Topology

namespace KernelTendsto

noncomputable section

/-- Broadening kernel of a pair of levels at energies `a` and `b` from the Fermi level,
for broadening `s ≠ 0`. -/
def kernel (a b s : ℝ) : ℝ := s ^ 2 / ((a ^ 2 + s ^ 2) * (b ^ 2 + s ^ 2))

/-- Zero-broadening weight of a pair of levels that are not both at the Fermi level:
the inverse square of the other energy if one of them is there, and zero if neither is. -/
def limitWeight (a b : ℝ) : ℝ :=
  if a = 0 then 1 / b ^ 2 else if b = 0 then 1 / a ^ 2 else 0

/-- With one level at the Fermi level and the other at `b ≠ 0`, the kernel tends to
`1 / b ^ 2` as the broadening tends to zero from above. -/
theorem kernel_tendsto_one_resonant {b : ℝ} (hb : b ≠ 0) :
    Tendsto (kernel 0 b) (𝓝[>] 0) (𝓝 (1 / b ^ 2)) := by
  have hc : ContinuousAt (fun s : ℝ => 1 / (b ^ 2 + s ^ 2)) 0 :=
    ContinuousAt.div (by fun_prop) (by fun_prop) (by simpa using hb)
  have ht : Tendsto (fun s : ℝ => 1 / (b ^ 2 + s ^ 2)) (𝓝[>] 0) (𝓝 (1 / b ^ 2)) := by
    have h := hc.tendsto.mono_left (nhdsWithin_le_nhds (s := Set.Ioi (0 : ℝ)))
    simpa using h
  -- for positive broadening the factor `s ^ 2` cancels
  refine ht.congr' ?_
  filter_upwards [self_mem_nhdsWithin] with s hs
  have hs0 : s ≠ 0 := ne_of_gt hs
  have hd : b ^ 2 + s ^ 2 ≠ 0 := by positivity
  rw [kernel, show (0 : ℝ) ^ 2 + s ^ 2 = s ^ 2 by ring]
  field_simp

/-- For two levels that are not both at the Fermi level, the kernel tends to the zero-broadening
weight of the pair as the broadening tends to zero from above. -/
theorem kernel_tendsto {a b : ℝ} (h : ¬(a = 0 ∧ b = 0)) :
    Tendsto (kernel a b) (𝓝[>] 0) (𝓝 (limitWeight a b)) := by
  by_cases ha : a = 0
  · have hb : b ≠ 0 := fun hb => h ⟨ha, hb⟩
    rw [limitWeight, if_pos ha, ha]
    exact kernel_tendsto_one_resonant hb
  · by_cases hb : b = 0
    · rw [limitWeight, if_neg ha, if_pos hb, hb]
      have hsymm : kernel a 0 = kernel 0 a := by
        funext s
        rw [kernel, kernel, mul_comm (a ^ 2 + s ^ 2)]
      rw [hsymm]
      exact kernel_tendsto_one_resonant ha
    · rw [limitWeight, if_neg ha, if_neg hb]
      have hc : ContinuousAt (fun s : ℝ => s ^ 2 / ((a ^ 2 + s ^ 2) * (b ^ 2 + s ^ 2))) 0 :=
        ContinuousAt.div (by fun_prop) (by fun_prop) (by simp [ha, hb])
      have ht := hc.tendsto.mono_left (nhdsWithin_le_nhds (s := Set.Ioi (0 : ℝ)))
      simpa [kernel] using ht

end

end KernelTendsto
```

Messages:

```
Main.lean:54:6: error: Type mismatch: After simplification, term
  ht
 has type
  @Tendsto ℝ ℝ (fun s => s ^ 2 / ((a ^ 2 + s ^ 2) * (b ^ 2 + s ^ 2))) (𝓝[>] 0) (𝓝 0)
but is expected to have type
  @Tendsto ℝ ℝ (kernel a b) (𝓝[>] 0) (𝓝 0)
```

Fix (accepted with no message):

```diff
@@ -52,5 +52,6 @@
         ContinuousAt.div (by fun_prop) (by fun_prop) (by simp [ha, hb])
       have ht := hc.tendsto.mono_left (nhdsWithin_le_nhds (s := Set.Ioi (0 : ℝ)))
-      simpa [kernel] using ht
+      change Tendsto (fun s : ℝ => s ^ 2 / ((a ^ 2 + s ^ 2) * (b ^ 2 + s ^ 2))) _ _
+      simpa using ht
 
 end
```

The error is in the third case. The message shows that `simpa` has reduced the limit value in `ht` to `0`, as the goal requires, but that the goal still contains `kernel a b` where `ht` has the explicit function of `s`.

The definition of `kernel` takes three arguments, `a`, `b` and `s`, and `simp [kernel]` unfolds it only where all three are supplied. In the goal it has just two, because `Tendsto` takes the function `kernel a b` itself, so the simplifier leaves it folded. The two functions are equal by definition, but the final comparison made by `simpa` does not unfold `kernel` to see this.

The added `change` line restates the goal with the function written out, which Lean accepts by unfolding the definition. The underscores leave the two filters as they were. `simpa using ht` then has only to simplify the limit value, and the functions agree. Dropping `kernel` from the `simpa` call is mere tidying, since the restated goal no longer contains it.
